# The limit of (x cos x − sin x)/x³ at zero is −1/3

The theorem says that (x cos x − sin x)/x³ tends to −1/3 as the real variable x tends to 0 through nonzero values. In physics, the quotient is −j₁(x)/x, where j₁ is the spherical Bessel function found in the free radial waves of angular momentum one, though the Lean statement is purely about the real limit and assumes no physical model. The proof bounds the distance between the quotient and −1/3 by |x| · 5/48 for 0 < |x| < 1, and lets this bound go to zero. To get the bound, it compares sine and cosine with their Taylor polynomials and splits the error by the triangle inequality.

An attempt in Lean 4 with a fault in it:

```lean
import Mathlib

open Filter
open scoped Real Topology

namespace TendstoCubicRemainder

noncomputable section

/-- The combination `x cos x - sin x` behaves as `-x³/3` for small `x`. -/
theorem tendsto_cubic_remainder :
    Tendsto (fun x : ℝ => (x * Real.cos x - Real.sin x) / x ^ 3) (𝓝[≠] 0) (𝓝 (-1 / 3)) := by
  rw [tendsto_iff_norm_sub_tendsto_zero]
  have hlim : Tendsto (fun x : ℝ => |x| * (5 / 48)) (𝓝 0) (𝓝 0) := by
    have h : Continuous (fun x : ℝ => |x| * (5 / 48)) := by fun_prop
    simpa using h.tendsto 0
  refine squeeze_zero' (Eventually.of_forall fun x => norm_nonneg _) ?_
    (hlim.mono_left nhdsWithin_le_nhds)
  filter_upwards [self_mem_nhdsWithin,
    nhdsWithin_le_nhds (Metric.ball_mem_nhds (0 : ℝ) one_pos)] with x hx hx1
  have hx0 : x ≠ 0 := hx
  have h1 : |x| ≤ 1 := by
    rw [Metric.mem_ball, Real.dist_eq, sub_zero] at hx1
    exact hx1.le
  -- Taylor bounds for sine and cosine
  have hs := Real.sin_bound h1
  have hc := Real.cos_bound h1
  have e : (x * Real.cos x - Real.sin x) / x ^ 3 - (-1 / 3)
      = (x * (Real.cos x - (1 - x ^ 2 / 2)) - (Real.sin x - (x - x ^ 3 / 6))) / x ^ 3 := by
    field_simp
    ring
  rw [e, Real.norm_eq_abs, abs_div, abs_pow, div_le_iff₀ (by positivity)]
  calc |x * (Real.cos x - (1 - x ^ 2 / 2)) - (Real.sin x - (x - x ^ 3 / 6))|
      ≤ |x * (Real.cos x - (1 - x ^ 2 / 2))| + |Real.sin x - (x - x ^ 3 / 6)| :=
        norm_sub_le _ _
    _ = |x| * |Real.cos x - (1 - x ^ 2 / 2)| + |Real.sin x - (x - x ^ 3 / 6)| := by
        rw [abs_mul]
    _ ≤ 1 * (|x| ^ 4 * (5 / 96)) + |x| ^ 4 * (5 / 96) := by gcongr
    _ = |x| * (5 / 48) * |x| ^ 3 := by ring

end

end TendstoCubicRemainder
```

The compiler's answer:

```
Main.lean:38:57: error: unsolved goals
case h₂
hlim : Tendsto (fun x => |x| * (5 / 48)) (𝓝 0) (𝓝 0)
x : ℝ
hx : x ∈ {0}ᶜ
hx1 : x ∈ Metric.ball 0 1
hx0 : x ≠ 0
h1 : |x| ≤ 1
hs : |Real.sin x - (x - x ^ 3 / 6)| ≤ |x| ^ 5 / 100
hc : |Real.cos x - (1 - x ^ 2 / 2)| ≤ |x| ^ 4 * (5 / 96)
e :
  (x * Real.cos x - Real.sin x) / x ^ 3 - -1 / 3 =
    (x * (Real.cos x - (1 - x ^ 2 / 2)) - (Real.sin x - (x - x ^ 3 / 6))) / x ^ 3
⊢ |Real.sin x - (x - x ^ 3 / 6)| ≤ |x| ^ 4 * (5 / 96)
Main.lean:35:8: error: Type mismatch
  norm_sub_le ?m.557 ?m.558
has type
  ‖?m.557 - ?m.558‖ ≤ ‖?m.557‖ + ‖?m.558‖
but is expected to have type
  |x * (Real.cos x - (1 - x ^ 2 / 2)) - (Real.sin x - (x - x ^ 3 / 6))| ≤
    |x * (Real.cos x - (1 - x ^ 2 / 2))| + |Real.sin x - (x - x ^ 3 / 6)|
```

Cause. The first error is a goal left open by `gcongr`. The step needs the sine error to be at most `|x| ^ 4 * (5 / 96)`, but `Real.sin_bound` gives `|x| ^ 5 / 100`, so `hs` does not match the goal. The needed bound does follow, since `|x| ≤ 1` makes `|x| ^ 5` at most `|x| ^ 4`, and 1/100 is less than 5/96. The repair proves this and restates `hs` in the form that `gcongr` needs.

The second error is a type mismatch: `norm_sub_le` speaks of norms, while the `calc` step is written with absolute values. On the reals the two are equal, but Lean did not match them here, and the lemma's arguments stayed undetermined. The new `tri` states the triangle inequality for absolute values, getting it from `norm_sub_le` by rewriting with `Real.norm_eq_abs`, so `tri _ _` fits the step as written.

Lean accepts the file once it reads:

```diff
@@ -24,5 +24,12 @@
     exact hx1.le
   -- Taylor bounds for sine and cosine
-  have hs := Real.sin_bound h1
+  have hs : |Real.sin x - (x - x ^ 3 / 6)| ≤ |x| ^ 4 * (5 / 96) := by
+    have h := Real.sin_bound h1
+    have h4 : 0 ≤ |x| ^ 4 := by positivity
+    have h5 : |x| ^ 4 * |x| ≤ |x| ^ 4 * 1 := mul_le_mul_of_nonneg_left h1 h4
+    have h6 : |x| ^ 5 = |x| ^ 4 * |x| := by ring
+    linarith
+  have tri : ∀ a b : ℝ, |a - b| ≤ |a| + |b| := fun a b => by
+    simpa only [Real.norm_eq_abs] using norm_sub_le a b
   have hc := Real.cos_bound h1
   have e : (x * Real.cos x - Real.sin x) / x ^ 3 - (-1 / 3)
@@ -33,5 +40,5 @@
   calc |x * (Real.cos x - (1 - x ^ 2 / 2)) - (Real.sin x - (x - x ^ 3 / 6))|
       ≤ |x * (Real.cos x - (1 - x ^ 2 / 2))| + |Real.sin x - (x - x ^ 3 / 6)| :=
-        norm_sub_le _ _
+        tri _ _
     _ = |x| * |Real.cos x - (1 - x ^ 2 / 2)| + |Real.sin x - (x - x ^ 3 / 6)| := by
         rw [abs_mul]
```
